# Stationarity and coupling derivative of a Luttinger–Ward potential at a Dyson solution, for finitely many real modes

An interaction of strength $l$ is slowly switched on in a system with several modes. Each mode $i$ has a propagator $G_i$, which shifts as $l$ grows, and the thermodynamic potential changes too. How much of that change is due to the shifting propagators?

In this model each $G_i$ is one real number: there are no frequencies and no off-diagonal propagators, and factors such as temperature are absorbed into the units. The modes are labelled by a finite type `ι`.

```lean
import Mathlib

open Matrix

namespace LuttingerWard

noncomputable section

variable {ι : Type*} [Fintype ι] [DecidableEq ι]
```

A point is a pair $x=(l,G)$, and `modeCoord i` reads off $G_i$.

```lean
/-- The linear functional that reads off the propagator `G i` from a pair `(l, G)`. -/
def modeCoord (i : ι) : ℝ × (ι → ℝ) →L[ℝ] ℝ :=
  (ContinuousLinearMap.proj (R := ℝ) (φ := fun _ : ι => ℝ) i).comp
    (ContinuousLinearMap.snd ℝ ℝ (ι → ℝ))
```

The interaction enters through a function $\Phi(l,G)$. In diagrammatic theory $\Phi$ is a sum of skeleton diagrams; here it is any function with the smoothness stated in each part. Its derivative along the unit vector $e_i$ of mode $i$ is the self-energy $\Sigma_i=\partial\Phi/\partial G_i$.

```lean
/-- The self-energy `Σ_i = ∂Φ/∂G_i` at the point `x = (l, G)`. -/
def selfEnergy (Φ : ℝ × (ι → ℝ) → ℝ) (i : ι) (x : ℝ × (ι → ℝ)) : ℝ :=
  fderiv ℝ Φ x (0, Pi.single i 1)
```

The derivative at fixed propagators is $\partial_l\Phi$.

```lean
/-- The partial derivative `∂Φ/∂l` with respect to the coupling, at fixed propagators. -/
def couplingDeriv (Φ : ℝ × (ι → ℝ) → ℝ) (x : ℝ × (ι → ℝ)) : ℝ :=
  fderiv ℝ Φ x (1, 0)
```

The response of the self-energies to the propagators is the matrix $V_{ij}=\partial\Sigma_i/\partial G_j$.

```lean
/-- The matrix `∂Σ_i/∂G_j` of second derivatives of the functional. -/
def vertexMatrix (Φ : ℝ × (ι → ℝ) → ℝ) (x : ℝ × (ι → ℝ)) : Matrix ι ι ℝ :=
  fun i j => fderiv ℝ (selfEnergy Φ i) x (0, Pi.single j 1)
```

Let $K_i=1/G_{0,i}$ be the inverse bare propagator, a fixed real number. The potential is

$$\Omega=\Phi-\sum_i\Sigma_iG_i-\sum_i\ln|\Sigma_i-K_i| .$$

```lean
/-- The functional `Ω = Φ - ∑ Σ_i G_i - ∑ ln |Σ_i - K_i|`, where `K_i = 1/G0_i` is the inverse
bare propagator; its domain is `Σ_i ≠ K_i`. -/
def grandPotential (Φ : ℝ × (ι → ℝ) → ℝ) (K : ι → ℝ) (x : ℝ × (ι → ℝ)) : ℝ :=
  Φ x - ∑ i, selfEnergy Φ i x * x.2 i - ∑ i, Real.log |selfEnergy Φ i x - K i|
```

Dyson's equation, $G_i(K_i-\Sigma_i)=1$ for every $i$, fixes the sign convention $G_i^{-1}=K_i-\Sigma_i$.

```lean
/-- Dyson's equation `G_i (K_i - Σ_i) = 1` for every mode. -/
def Dyson (Φ : ℝ × (ι → ℝ) → ℝ) (K : ι → ℝ) (x : ℝ × (ι → ℝ)) : Prop :=
  ∀ i, x.2 i * (K i - selfEnergy Φ i x) = 1
```

### (a) The differential of Φ

Let $\Phi$ be differentiable at $x$. Split a small change of $\Phi$, to first order, into coupling and propagator parts:

$$d\Phi=\partial_l\Phi\,dl+\sum_i\Sigma_i\,dG_i .$$

**Solution.** Write the displacement as $(dl,dG)=dl\,(1,0)+\sum_i dG_i\,(0,e_i)$. The differential is linear, and its values on these directions are $\partial_l\Phi$ and $\Sigma_i$. In the proof, `hv` is the decomposition, and `map_add`, `map_sum` and `map_smul` apply linearity. The Lean statement has no differentiability hypothesis, because `fderiv` is defined to be zero where $\Phi$ has no derivative, and both sides are then zero.

```lean
/-- Where `Φ` is differentiable, its differential is `∂Φ/∂l dl + ∑ Σ_i dG_i`; elsewhere `fderiv` is
zero by definition and both sides vanish. -/
theorem fderiv_functional (Φ : ℝ × (ι → ℝ) → ℝ) (x v : ℝ × (ι → ℝ)) :
    fderiv ℝ Φ x v = couplingDeriv Φ x * v.1 + ∑ i, selfEnergy Φ i x * v.2 i := by
  have hv : v = v.1 • ((1 : ℝ), (0 : ι → ℝ)) +
      ∑ i, v.2 i • ((0 : ℝ), (Pi.single i 1 : ι → ℝ)) := by
    refine Prod.ext ?_ (funext fun j => ?_)
    · simp [Prod.fst_sum]
    · simp [Prod.snd_sum, Finset.sum_apply, Pi.single_apply]
  conv_lhs => rw [hv]
  simp only [map_add, map_sum, map_smul, smul_eq_mul, couplingDeriv, selfEnergy]
  congr 1
  · exact mul_comm _ _
  · exact Finset.sum_congr rfl fun i _ => mul_comm _ _
```

### (b) The differential of Ω away from Dyson's equation

Let $\Phi$ be twice continuously differentiable at $x$, with $\Sigma_i\neq K_i$ for all $i$. Show that

$$d\Omega=\partial_l\Phi\,dl-\sum_i\Big(G_i+\frac1{\Sigma_i-K_i}\Big)d\Sigma_i .$$

**Solution.** The product rule gives $d(\Sigma_iG_i)=\Sigma_i\,dG_i+G_i\,d\Sigma_i$, and $d\ln|\Sigma_i-K_i|=d\Sigma_i/(\Sigma_i-K_i)$. Subtract both from (a); the terms $\Sigma_i\,dG_i$ cancel.

The second derivatives of $\Phi$ make $\Sigma_i$ differentiable (`hS`). The steps `h1` and `h2` are the product and logarithm rules, and the final `ring` performs the cancellation.

```lean
/-- Where `Φ` is twice continuously differentiable and every `Σ_i ≠ K_i`, the differential of `Ω` is
`∂Φ/∂l dl - ∑ (G_i + 1/(Σ_i - K_i)) dΣ_i`. -/
theorem hasFDerivAt_grandPotential {Φ : ℝ × (ι → ℝ) → ℝ} {K : ι → ℝ} {x : ℝ × (ι → ℝ)}
    (hΦ : ContDiffAt ℝ 2 Φ x) (hK : ∀ i, selfEnergy Φ i x ≠ K i) :
    HasFDerivAt (grandPotential Φ K)
      (couplingDeriv Φ x • ContinuousLinearMap.fst ℝ ℝ (ι → ℝ) -
        ∑ i, (x.2 i + (selfEnergy Φ i x - K i)⁻¹) • fderiv ℝ (selfEnergy Φ i) x) x := by
  have h0 : HasFDerivAt Φ (fderiv ℝ Φ x) x := (hΦ.differentiableAt (by norm_num)).hasFDerivAt
  have hd : DifferentiableAt ℝ (fderiv ℝ Φ) x :=
    (hΦ.fderiv_right (m := 1) one_add_one_eq_two.le).differentiableAt (by norm_num)
  have hS : ∀ i, HasFDerivAt (selfEnergy Φ i) (fderiv ℝ (selfEnergy Φ i) x) x := fun i =>
    DifferentiableAt.hasFDerivAt (hd.clm_apply (differentiableAt_const _))
  have h1 : ∀ i, HasFDerivAt (fun y : ℝ × (ι → ℝ) => selfEnergy Φ i y * y.2 i)
      (selfEnergy Φ i x • modeCoord i + x.2 i • fderiv ℝ (selfEnergy Φ i) x) x :=
    fun i => (hS i).mul (modeCoord i).hasFDerivAt
  have h2 : ∀ i, HasFDerivAt (fun y => Real.log |selfEnergy Φ i y - K i|)
      ((selfEnergy Φ i x - K i)⁻¹ • fderiv ℝ (selfEnergy Φ i) x) x := by
    intro i
    simp only [Real.log_abs]
    exact ((hS i).sub_const (K i)).log (sub_ne_zero.2 (hK i))
  have hΩ := (h0.sub (HasFDerivAt.fun_sum (u := Finset.univ) fun i _ => h1 i)).sub
    (HasFDerivAt.fun_sum (u := Finset.univ) fun i _ => h2 i)
  refine hΩ.congr_fderiv (ContinuousLinearMap.ext fun v => ?_)
  -- the terms `Σ_i dG_i` cancel
  have hc : ∀ i, modeCoord i v = v.2 i := fun _ => rfl
  simp only [_root_.sub_apply, _root_.add_apply,
    _root_.smul_apply, _root_.sum_apply,
    ContinuousLinearMap.coe_fst', smul_eq_mul, hc, fderiv_functional Φ x v, add_mul,
    Finset.sum_add_distrib]
  ring
```

### (c) One bracket, one mode

For real $g,s,k$ with $s\ne k$, show that

$$g+\frac1{s-k}=0\iff g(k-s)=1 .$$

**Solution.** Multiplying the left equation by $s-k$ gives $g(s-k)+1=0$, which is the right one. Since $s-k\neq0$, the step can be reversed. Each `linear_combination` carries out one direction.

```lean
/-- For `s ≠ k`, the relation `g + 1/(s - k) = 0` is the one-mode Dyson equation
`g (k - s) = 1`. -/
theorem bracket_eq_zero_iff {g s k : ℝ} (h : s ≠ k) :
    g + (s - k)⁻¹ = 0 ↔ g * (k - s) = 1 := by
  have hi : (s - k)⁻¹ * (s - k) = 1 := inv_mul_cancel₀ (sub_ne_zero.2 h)
  constructor
  · intro e
    linear_combination hi - (s - k) * e
  · intro e
    linear_combination (-(s - k)⁻¹) * e - g * hi
```

### (d) The full differential at a Dyson solution

Let $\Phi$ be twice continuously differentiable at a point where Dyson's equation holds. Show that there

$$d\Omega=\partial_l\Phi\,dl .$$

**Solution.** If some $\Sigma_i=K_i$, Dyson's equation would read $0=1$, so (b) applies. By (c) every bracket in (b) vanishes. The proof follows the same order: `hK` first, then the sum is set to zero term by term.

```lean
/-- At a solution of Dyson's equation where `Φ` is twice continuously differentiable, the full
differential of `Ω` is `∂Φ/∂l dl`. -/
theorem hasFDerivAt_of_dyson {Φ : ℝ × (ι → ℝ) → ℝ} {K : ι → ℝ} {x : ℝ × (ι → ℝ)}
    (hΦ : ContDiffAt ℝ 2 Φ x) (hD : Dyson Φ K x) :
    HasFDerivAt (grandPotential Φ K)
      (couplingDeriv Φ x • ContinuousLinearMap.fst ℝ ℝ (ι → ℝ)) x := by
  have hK : ∀ i, selfEnergy Φ i x ≠ K i := by
    intro i h
    have := hD i
    simp [h] at this
  refine (hasFDerivAt_grandPotential hΦ hK).congr_fderiv ?_
  rw [Finset.sum_eq_zero, sub_zero]
  intro i _
  rw [(bracket_eq_zero_iff (hK i)).2 (hD i), zero_smul]
```

### (e) The propagator gradient

Under the same assumptions, show that at fixed $l$

$$\frac{\partial\Omega}{\partial G_i}=0\quad\text{for every }i .$$

**Solution.** Put $dl=0$ in (d). Formally, (d) is composed with the map $G'\mapsto(l,G')$, and the theorem states that the whole derivative in $G$ is zero.

In electronic-structure calculations with Green's functions, this kind of stationarity removes the first-order effect of an error in the propagator on the potential; here it is established for finitely many real, frequency-independent modes.

```lean
/-- Where Dyson's equation holds and `Φ` is twice continuously differentiable, the gradient of `Ω`
with respect to the propagators vanishes. -/
theorem stationary_of_dyson {Φ : ℝ × (ι → ℝ) → ℝ} {K : ι → ℝ} {l : ℝ} {G : ι → ℝ}
    (hΦ : ContDiffAt ℝ 2 Φ (l, G)) (hD : Dyson Φ K (l, G)) :
    HasFDerivAt (fun G' => grandPotential Φ K (l, G')) (0 : (ι → ℝ) →L[ℝ] ℝ) G :=
  (HasFDerivAt.comp (f := fun G' : ι → ℝ => (l, G')) G (hasFDerivAt_of_dyson hΦ hD)
    (hasFDerivAt_prodMk_right l G)).congr_fderiv (ContinuousLinearMap.ext fun v => by simp)
```

### (f) Following the propagators

Let $\gamma(l)$ be a path of propagators, differentiable at $l$, with Dyson's equation holding at $(l,\gamma(l))$ and $\Phi$ twice continuously differentiable there. Show that

$$\frac{d}{dl}\,\Omega(l,\gamma(l))=\partial_l\Phi(l,\gamma(l)) .$$

**Solution.** The curve $(l,\gamma(l))$ has velocity $(1,\gamma'(l))$. By the chain rule and (d), only the first component contributes. The shifting propagators therefore contribute nothing to first order. Differentiability of the path is assumed, not derived from Dyson's equation.

```lean
/-- Let `Φ` be twice continuously differentiable at `(l, γ l)`. Along a path `γ` of propagators that
is differentiable at `l` and solves Dyson's equation there, the total derivative `dΩ/dl` equals the
partial derivative `∂Φ/∂l`. -/
theorem hasDerivAt_along_path {Φ : ℝ × (ι → ℝ) → ℝ} {K : ι → ℝ} {l : ℝ} {γ : ℝ → ι → ℝ}
    (hΦ : ContDiffAt ℝ 2 Φ (l, γ l)) (hγ : DifferentiableAt ℝ γ l) (hD : Dyson Φ K (l, γ l)) :
    HasDerivAt (fun t => grandPotential Φ K (t, γ t)) (couplingDeriv Φ (l, γ l)) l := by
  have hp : HasDerivAt (fun t => (t, γ t)) (1, deriv γ l) l :=
    (hasDerivAt_id l).prodMk hγ.hasDerivAt
  exact (HasFDerivAt.comp_hasDerivAt (f := fun t => (t, γ t)) l
    (hasFDerivAt_of_dyson hΦ hD) hp).congr_deriv (by simp)
```

### (g) Integrating over the coupling

Let $\Phi$ be twice continuously differentiable everywhere, and let $\gamma$ be differentiable and solve Dyson's equation at every coupling between $a$ and $b$, ends included. Show that

$$\int_a^b\partial_l\Phi(l,\gamma(l))\,dl=\Omega(b,\gamma(b))-\Omega(a,\gamma(a)) .$$

**Solution.** By (f) the integrand is the derivative of $\Omega(l,\gamma(l))$. It is continuous (`hc`, `hi`), so the fundamental theorem of calculus applies.

```lean
/-- Coupling-constant integration: for twice continuously differentiable `Φ`, along a differentiable
path of solutions of Dyson's equation the change of `Ω` is the integral of `∂Φ/∂l`. -/
theorem coupling_integration {Φ : ℝ × (ι → ℝ) → ℝ} {K : ι → ℝ} {a b : ℝ} {γ : ℝ → ι → ℝ}
    (hΦ : ContDiff ℝ 2 Φ) (hγ : ∀ l ∈ Set.uIcc a b, DifferentiableAt ℝ γ l)
    (hD : ∀ l ∈ Set.uIcc a b, Dyson Φ K (l, γ l)) :
    ∫ l in a..b, couplingDeriv Φ (l, γ l) =
      grandPotential Φ K (b, γ b) - grandPotential Φ K (a, γ a) := by
  have hc : Continuous (couplingDeriv Φ) :=
    (hΦ.continuous_fderiv (by norm_num)).clm_apply continuous_const
  have hi : ContinuousOn (fun l => couplingDeriv Φ (l, γ l)) (Set.uIcc a b) :=
    hc.comp_continuousOn (continuousOn_id.prodMk
      fun l hl => (hγ l hl).continuousAt.continuousWithinAt)
  exact intervalIntegral.integral_eq_sub_of_hasDerivAt
    (f := fun t => grandPotential Φ K (t, γ t))
    (fun l hl => hasDerivAt_along_path hΦ.contDiffAt (hγ l hl) (hD l hl)) hi.intervalIntegrable
```

### (h) From stationarity back to Dyson

Let $\Phi$ be twice continuously differentiable at $(l,G)$, with $\Sigma_i\ne K_i$ for all $i$ and $\det V\neq0$. The determinant condition means that no nonzero small change of the propagators leaves all self-energies unchanged to first order. If the propagator gradient of $\Omega$ vanishes, show that

$$G_i(K_i-\Sigma_i)=1\quad\text{for every }i .$$

**Solution.** Let $b_i=G_i+1/(\Sigma_i-K_i)$. With $dl=0$, (b) gives $\sum_i b_iV_{ij}=0$ for every $j$. As $V$ is nonsingular, $b=0$, and (c) finishes. In the proof, `hz` is this left null vector equation.

```lean
/-- Converse, where `Φ` is twice continuously differentiable: if `∂Σ_i/∂G_j` is nonsingular and
every `Σ_i ≠ K_i`, a point where the propagator gradient of `Ω` vanishes solves Dyson's equation. -/
theorem dyson_of_stationary {Φ : ℝ × (ι → ℝ) → ℝ} {K : ι → ℝ} {l : ℝ} {G : ι → ℝ}
    (hΦ : ContDiffAt ℝ 2 Φ (l, G)) (hK : ∀ i, selfEnergy Φ i (l, G) ≠ K i)
    (hV : (vertexMatrix Φ (l, G)).det ≠ 0)
    (hs : HasFDerivAt (fun G' => grandPotential Φ K (l, G')) (0 : (ι → ℝ) →L[ℝ] ℝ) G) :
    Dyson Φ K (l, G) := by
  have e := (HasFDerivAt.comp (f := fun G' : ι → ℝ => (l, G')) G
    (hasFDerivAt_grandPotential hΦ hK) (hasFDerivAt_prodMk_right l G)).unique hs
  -- the brackets form a left null vector of the vertex matrix
  have hz : (fun i => G i + (selfEnergy Φ i (l, G) - K i)⁻¹) ᵥ* vertexMatrix Φ (l, G) = 0 := by
    funext j
    have ej := DFunLike.congr_fun e (Pi.single j (1 : ℝ))
    simp only [ContinuousLinearMap.comp_apply, ContinuousLinearMap.inr_apply,
      _root_.sub_apply, _root_.smul_apply,
      _root_.sum_apply, ContinuousLinearMap.coe_fst', smul_eq_mul, mul_zero,
      zero_sub, neg_eq_zero, _root_.zero_apply] at ej
    exact ej
  have h0 := Matrix.eq_zero_of_vecMul_eq_zero hV hz
  exact fun i => (bracket_eq_zero_iff (hK i)).1 (congrFun h0 i)
```

### Two modes coupled by a Hartree term

Take modes $0$ and $1$ with $\Phi=l\,G_0G_1$. Here $G_0$ is the propagator of mode $0$, not a bare propagator.

```lean
/-- The two-mode Hartree functional `Φ(l, G) = l G_0 G_1`. -/
def hartreePhi (x : ℝ × (Fin 2 → ℝ)) : ℝ := x.1 * x.2 0 * x.2 1
```

The candidate path gives both modes the same propagator.

```lean
/-- The propagators `G_0 = G_1 = 1/(1 + √(1 - l))`, for couplings `l ≤ 1`. -/
def hartreePath (l : ℝ) : Fin 2 → ℝ := fun _ => 1 / (1 + √(1 - l))
```

### (i) The Hartree self-energy

Show that each mode is shifted by the other:

$$\Sigma_0=l\,G_1,\qquad\Sigma_1=l\,G_0 .$$

**Solution.** Differentiate $l\,G_0G_1$ with respect to $G_0$ and $G_1$. The code writes both cases as `x.1 * x.2 (i + 1)`, with the index modulo two; `fin_cases` checks each.

```lean
/-- In the Hartree functional each mode feels the other one: `Σ_i = l G_{i+1}`, with the index
taken modulo two. -/
theorem hartree_selfEnergy (i : Fin 2) (x : ℝ × (Fin 2 → ℝ)) :
    selfEnergy hartreePhi i x = x.1 * x.2 (i + 1) := by
  have h : HasFDerivAt hartreePhi _ x :=
    ((ContinuousLinearMap.fst ℝ ℝ (Fin 2 → ℝ)).hasFDerivAt.mul
      (modeCoord 0).hasFDerivAt).mul (modeCoord 1).hasFDerivAt
  rw [selfEnergy, h.fderiv]
  fin_cases i <;> simp [modeCoord, mul_comm]
```

### (j) An explicit Dyson path

Let $K_0=K_1=2$ and $0<l<1$. Show that $\Phi$ is twice continuously differentiable, that the path is differentiable at $l$, and that on it

$$G_i(2-\Sigma_i)=1,\qquad\det V\neq0 .$$

**Solution.** $\Phi$ is a polynomial. With $r=\sqrt{1-l}>0$, the path $G_i=1/(1+r)$ is differentiable. Since $l=(1-r)(1+r)$, we get $\Sigma_i=l/(1+r)=1-r$, so $2-\Sigma_i=1+r=1/G_i$. Finally $V_{00}=V_{11}=0$ and $V_{01}=V_{10}=l$, so $\det V=-l^2\neq0$.

The proof clears denominators with `field_simp` and uses $r^2=1-l$ in `nlinarith`; `hf` computes the entries of $V$. An interacting model thus meets the assumptions made above.

```lean
/-- The Hartree functional with `K_0 = K_1 = 2` is smooth enough, and for `0 < l < 1` the explicit
path is differentiable, solves Dyson's equation and has nonsingular `∂Σ_i/∂G_j`. -/
theorem hartree_witness :
    ContDiff ℝ 2 hartreePhi ∧ ∀ l : ℝ, 0 < l → l < 1 →
      DifferentiableAt ℝ hartreePath l ∧ Dyson hartreePhi (fun _ => 2) (l, hartreePath l) ∧
      (vertexMatrix hartreePhi (l, hartreePath l)).det ≠ 0 := by
  refine ⟨((ContinuousLinearMap.fst ℝ ℝ (Fin 2 → ℝ)).contDiff.mul
    (modeCoord 0).contDiff).mul (modeCoord 1).contDiff, fun l h0 h1 => ⟨?_, ?_, ?_⟩⟩
  · have hr : DifferentiableAt ℝ (fun t : ℝ => √(1 - t)) l :=
      DifferentiableAt.sqrt (by fun_prop) (sub_pos.2 h1).ne'
    have hp : 1 + √(1 - l) ≠ 0 := by positivity
    exact differentiableAt_pi.2 fun _ => (differentiableAt_const 1).div (hr.const_add 1) hp
  · intro i
    rw [hartree_selfEnergy]
    change 1 / (1 + √(1 - l)) * (2 - l * (1 / (1 + √(1 - l)))) = 1
    have hs : √(1 - l) ^ 2 = 1 - l := Real.sq_sqrt (sub_pos.2 h1).le
    have hp : 1 + √(1 - l) ≠ 0 := by positivity
    field_simp
    nlinarith [hs]
  · have hf : ∀ i j, vertexMatrix hartreePhi (l, hartreePath l) i j =
        l * (Pi.single j 1 : Fin 2 → ℝ) (i + 1) := by
      intro i j
      have h : HasFDerivAt (selfEnergy hartreePhi i)
          (l • modeCoord (i + 1) +
            hartreePath l (i + 1) • ContinuousLinearMap.fst ℝ ℝ (Fin 2 → ℝ))
          (l, hartreePath l) := by
        rw [funext (hartree_selfEnergy i)]
        have hl : HasFDerivAt (fun y : ℝ × (Fin 2 → ℝ) => y.1)
            (ContinuousLinearMap.fst ℝ ℝ (Fin 2 → ℝ)) (l, hartreePath l) := hasFDerivAt_fst
        have hG : HasFDerivAt (fun y : ℝ × (Fin 2 → ℝ) => y.2 (i + 1))
            (modeCoord (i + 1)) (l, hartreePath l) := (modeCoord (i + 1)).hasFDerivAt
        exact hl.mul hG
      rw [vertexMatrix, h.fderiv]
      simp [modeCoord]
    rw [Matrix.det_fin_two]
    simp only [hf]
    simp [h0.ne']

end

end LuttingerWard
```

```lean
#print axioms LuttingerWard.stationary_of_dyson
#print axioms LuttingerWard.coupling_integration
#print axioms LuttingerWard.dyson_of_stationary
```

```
'LuttingerWard.stationary_of_dyson' depends on axioms: [propext, Classical.choice, Quot.sound]
'LuttingerWard.coupling_integration' depends on axioms: [propext, Classical.choice, Quot.sound]
'LuttingerWard.dyson_of_stationary' depends on axioms: [propext, Classical.choice, Quot.sound]
```
